# The adjacency matrix of a star with n ≥ 1 arms: eigenvalues ±√n and an (n − 1)-dimensional kernel

Q: When I fill the π levels of trimethylenemethane in the non-interacting Hückel model, I put two of the four electrons in the lowest level and then count the orbitals at the site energy for the other two. I take that count to be two. How does it follow by hand?

A: Take a central site with amplitude $u$, bonded to $n \ge 1$ arms with amplitudes $a_i$, $i = 0, \dots, n-1$. Let $A$ be the adjacency matrix, with entry 1 for each bonded pair and 0 otherwise. It puts $\sum_i a_i$ on the centre and $u$ on each arm, so $A\psi = E\psi$ reads

$$\sum_i a_i = E u, \qquad u = E a_i \ \text{ for every } i.$$

Here $E$ is a pure number. With site energy $\alpha$ and coupling $\beta \ne 0$ between bonded sites, the level lies at $\alpha + \beta E$, so the orbitals at the site energy are those with $E = 0$. For them the arm equations give $u = 0$ and the central one gives $\sum_i a_i = 0$. These are two independent conditions on $n + 1$ amplitudes, which leaves $n - 1$ dimensions: none for $n = 1$, one for allyl and two for trimethylenemethane.

For $E \ne 0$, $u = 0$ would make every $a_i$ vanish, so $u \ne 0$. Adding the arm equations gives $nu = E\sum_i a_i = E^2 u$, hence $E = \pm\sqrt n$. Conversely, if $s^2 = n$, the arm equations give $a_i = u/s$, so $\psi$ is a multiple of the orbital with $s$ on the centre and 1 on each arm. That orbital also satisfies the central equation, since $n = s \cdot s$. Its squared norm is $s^2 + n = 2n$, so the normalised amplitudes are $\pm 1/\sqrt2$ on the centre and $1/\sqrt{2n}$ on each arm.

Q: The eigenvalues $0$ and $\pm\sqrt n$ all satisfy $E^3 = nE$. Does the matrix itself satisfy $A^3 = nA$?

A: Apply $A$ repeatedly to $(u; a_i)$, writing the centre first:

$$A\psi = \Big(\sum_j a_j;\, u\Big), \quad A^2\psi = \Big(nu;\, \sum_j a_j\Big), \quad A^3\psi = \Big(n\sum_j a_j;\, nu\Big) = nA\psi.$$

This holds for every $\psi$, so $A^3 = nA$.

Q: Now the formal side. What tells me that the matrix in the code is this molecule?

A: Its definition, which lists the bonds. The sites are `Option (Fin n)`: `none` is the centre and `some i` is an arm, $n + 1$ sites in all.

```lean
import Mathlib

open Matrix

namespace StarMolecule

noncomputable section

/-- Adjacency matrix of the star with `n` arms: the centre `none` is bonded to every arm
`some i`, and there are no other bonds. -/
def starAdj (n : ℕ) : Matrix (Option (Fin n)) (Option (Fin n)) ℝ :=
  Matrix.of fun i j =>
    match i, j with
    | none, some _ => 1
    | some _, none => 1
    | none, none => 0
    | some _, some _ => 0
```

Q: That is a graph. Where are the energies?

A: In the Hamiltonian $H = \alpha\,1 + \beta A$. Here $\alpha$ is the energy of an electron in one site's p orbital, and $\beta$ is the coupling between bonded neighbours.

```lean
/-- The Hückel Hamiltonian of the star, with site energy `α` and hopping `β`. -/
def huckel (n : ℕ) (α β : ℝ) : Matrix (Option (Fin n)) (Option (Fin n)) ℝ :=
  α • (1 : Matrix (Option (Fin n)) (Option (Fin n)) ℝ) + β • starAdj n
```

This form assumes identical sites, equal bonds, orthonormal site orbitals and no electron repulsion. An allyl radical fits it better than a star with different atoms at its ends. Orbitals are real functions on the sites, and the one for $\pm\sqrt n$ gets a name, in unnormalised form:

```lean
/-- The orbital with amplitude `s` on the centre and amplitude 1 on every arm. -/
def starOrbital (n : ℕ) (s : ℝ) : Option (Fin n) → ℝ :=
  fun o => o.elim s (fun _ => 1)
```

Q: Do the secular equations enter as an assumption?

A: No, they are derived from the matrix. The first lemma computes its action by splitting the sum over sites into the centre and the arms. The second reads $A\psi = E\psi$ site by site, in both directions.

```lean
/-- The adjacency matrix puts the sum of the arm amplitudes on the centre, and the central
amplitude on each arm. -/
theorem starAdj_mulVec (n : ℕ) (ψ : Option (Fin n) → ℝ) :
    starAdj n *ᵥ ψ = fun o => o.elim (∑ i, ψ (some i)) (fun _ => ψ none) := by
  ext o
  cases o <;> simp [Matrix.mulVec, dotProduct, Fintype.sum_option, starAdj]

/-- The secular equations of the star: one for the centre and one for each arm. -/
theorem secular_equations (n : ℕ) (E : ℝ) (ψ : Option (Fin n) → ℝ) :
    starAdj n *ᵥ ψ = E • ψ ↔
      ∑ i, ψ (some i) = E * ψ none ∧ ∀ i, ψ none = E * ψ (some i) := by
  rw [starAdj_mulVec]
  constructor
  · intro h
    exact ⟨congrFun h none, fun i => congrFun h (some i)⟩
  · rintro ⟨h0, h1⟩
    ext o
    cases o with
    | none => exact h0
    | some i => exact h1 i
```

The cubic identity is checked entry by entry, with four cases for the two site types. An entry of $A^3$ counts three-step walks. From the centre to a given arm there are $n$, because the first step may go to any arm; between two arms, or from the centre back to itself, there are none.

```lean
/-- The adjacency matrix of the star with `n` arms satisfies `A ^ 3 = n A`. -/
theorem starAdj_cube (n : ℕ) : starAdj n ^ 3 = (n : ℝ) • starAdj n := by
  ext i j
  cases i <;> cases j <;>
    simp [pow_succ, Matrix.mul_apply, Fintype.sum_option, starAdj]
```

Q: An eigenvalue $\sqrt n$ could still be degenerate. Is that excluded?

A: Yes. `eigenvector_iff` says that for $s^2 = n$ the solutions are exactly the multiples of `starOrbital n s`, so each of the two eigenspaces is one-dimensional.

```lean
/-- If `n ≥ 1` and `s ^ 2 = n`, the solutions of `A ψ = s ψ` are exactly the multiples of the
orbital with amplitude `s` on the centre and 1 on every arm. -/
theorem eigenvector_iff {n : ℕ} (hn : 1 ≤ n) {s : ℝ} (hs : s ^ 2 = n)
    (ψ : Option (Fin n) → ℝ) :
    starAdj n *ᵥ ψ = s • ψ ↔ ∃ c : ℝ, ψ = c • starOrbital n s := by
  have hpos : (0 : ℝ) < n := by exact_mod_cast hn
  have hs0 : s ≠ 0 := by
    intro h
    rw [h] at hs
    linarith
  rw [secular_equations]
  constructor
  · rintro ⟨_, h1⟩
    -- the arm equations fix every arm amplitude from the central one
    refine ⟨ψ none / s, ?_⟩
    ext o
    cases o with
    | none =>
      change ψ none = ψ none / s * s
      rw [div_mul_cancel₀ _ hs0]
    | some i =>
      change ψ (some i) = ψ none / s * 1
      rw [mul_one, eq_div_iff hs0, h1 i, mul_comm]
  · rintro ⟨c, rfl⟩
    constructor
    · change ∑ _i : Fin n, c * 1 = s * (c * s)
      simp only [mul_one, Finset.sum_const, Finset.card_univ, Fintype.card_fin, nsmul_eq_mul]
      linear_combination (-c) * hs
    · intro i
      change c * s = s * (c * 1)
      ring
```

In the forward direction the multiplier is `ψ none / s`, and only the arm equations are needed. In the reverse direction the central equation becomes $nc = s(cs)$ for a multiplier $c$, which `linear_combination` gets from `hs`.

Q: For the non-bonding orbitals, why does the theorem say that the dimension plus one is $n$?

A: Subtraction of natural numbers in Lean stops at zero, and the additive form avoids it. For $n \ge 1$ it says the same as dimension $n - 1$. First comes the description of the kernel; the hypothesis `hn` supplies an arm whose equation forces the central node.

```lean
/-- For `n ≥ 1`, an orbital is annihilated by the adjacency matrix exactly when it has a node at the
centre and its arm amplitudes sum to zero. -/
theorem nonbonding_iff {n : ℕ} (hn : 1 ≤ n) (ψ : Option (Fin n) → ℝ) :
    starAdj n *ᵥ ψ = 0 ↔ ψ none = 0 ∧ ∑ i, ψ (some i) = 0 := by
  rw [starAdj_mulVec]
  constructor
  · intro h
    exact ⟨congrFun h (some ⟨0, hn⟩), congrFun h none⟩
  · rintro ⟨h0, h1⟩
    ext o
    cases o with
    | none => exact h1
    | some i => exact h0
```

The dimension count then packs the two conditions into a linear map `L`, which sends $\psi$ to the pair $(u, \sum_i a_i)$. Its kernel is the kernel of $A$. It reaches every pair $(a, b)$: put $a$ on the centre and $b/n$ on each arm. This is the independence of the two conditions, and rank-nullity gives $2 + \dim\ker A = n + 1$.

```lean
/-- For `n ≥ 1`, the kernel of the adjacency matrix has dimension `n - 1`, written without
subtraction. -/
theorem finrank_nonbonding {n : ℕ} (hn : 1 ≤ n) :
    Module.finrank ℝ (LinearMap.ker (starAdj n).mulVecLin) + 1 = n := by
  have hpos : (n : ℝ) ≠ 0 := by
    exact_mod_cast (show n ≠ 0 by omega)
  -- the two linear conditions that define a non-bonding orbital
  let L : (Option (Fin n) → ℝ) →ₗ[ℝ] ℝ × ℝ :=
    { toFun := fun ψ => (ψ none, ∑ i, ψ (some i))
      map_add' := by
        intro x y
        simp [Finset.sum_add_distrib]
      map_smul' := by
        intro c x
        simp [Finset.mul_sum] }
  have hker : LinearMap.ker (starAdj n).mulVecLin = LinearMap.ker L := by
    ext ψ
    rw [LinearMap.mem_ker, LinearMap.mem_ker, Matrix.mulVecLin_apply, nonbonding_iff hn]
    exact Prod.mk_eq_zero.symm
  have hsurj : Function.Surjective L := by
    rintro ⟨a, b⟩
    refine ⟨fun o => o.elim a (fun _ => b / n), ?_⟩
    change (a, ∑ _i : Fin n, b / (n : ℝ)) = (a, b)
    rw [Finset.sum_const, Finset.card_univ, Fintype.card_fin, nsmul_eq_mul,
      mul_div_cancel₀ _ hpos]
  -- rank-nullity: two independent conditions on n + 1 amplitudes
  have h := LinearMap.finrank_range_add_finrank_ker L
  rw [LinearMap.range_eq_top.2 hsurj, finrank_top, Module.finrank_prod, Module.finrank_self,
    Module.finrank_fintype_fun_eq_card, Fintype.card_option, Fintype.card_fin] at h
  rw [hker]
  omega
```

Q: Could there be a level that we have missed?

A: `star_spectrum` rules that out. A real $E$ has a non-zero eigenvector exactly when it is $\sqrt n$, $-\sqrt n$, or zero with $n \ge 2$. The condition `ψ ≠ 0` matters, since the zero vector solves the equation for every $E$.

```lean
/-- The eigenvalues of the star with `n ≥ 1` arms are exactly `√n` and `-√n`, together with 0
when there are at least two arms. -/
theorem star_spectrum {n : ℕ} (hn : 1 ≤ n) (E : ℝ) :
    (∃ ψ : Option (Fin n) → ℝ, ψ ≠ 0 ∧ starAdj n *ᵥ ψ = E • ψ) ↔
      E = √(n : ℝ) ∨ E = -√(n : ℝ) ∨ (E = 0 ∧ 2 ≤ n) := by
  have hsq : √(n : ℝ) ^ 2 = n := Real.sq_sqrt (Nat.cast_nonneg n)
  have hex : ∀ s : ℝ, s ^ 2 = n →
      ∃ ψ : Option (Fin n) → ℝ, ψ ≠ 0 ∧ starAdj n *ᵥ ψ = s • ψ := by
    intro s hs
    refine ⟨starOrbital n s, ?_, (eigenvector_iff hn hs _).2 ⟨1, (one_smul ℝ _).symm⟩⟩
    intro h
    have h1 : (1 : ℝ) = 0 := congrFun h (some ⟨0, hn⟩)
    exact one_ne_zero h1
  constructor
  · rintro ⟨ψ, hψ, h⟩
    obtain ⟨h0, h1⟩ := (secular_equations n E ψ).1 h
    by_cases hE : E = 0
    · -- a single arm leaves no room for a non-bonding orbital
      refine Or.inr (Or.inr ⟨hE, ?_⟩)
      by_contra hlt
      obtain rfl : n = 1 := by omega
      apply hψ
      ext o
      cases o with
      | none => simpa [hE] using h1 0
      | some i =>
        have h2 : ψ (some 0) = 0 := by simpa [hE] using h0
        rw [Subsingleton.elim i 0]
        exact h2
    · have hc : ψ none ≠ 0 := by
        intro hc
        apply hψ
        ext o
        cases o with
        | none => exact hc
        | some i =>
          have h2 := h1 i
          rw [hc] at h2
          exact (mul_eq_zero.1 h2.symm).resolve_left hE
      -- add up the arm equations and insert the central one
      have hsum : E * ∑ i, ψ (some i) = n * ψ none := by
        rw [Finset.mul_sum, Finset.sum_congr rfl (fun i _ => (h1 i).symm),
          Finset.sum_const, Finset.card_univ, Fintype.card_fin, nsmul_eq_mul]
      rw [h0] at hsum
      have hE2 : E ^ 2 = n := mul_right_cancel₀ hc (by linear_combination hsum)
      rcases sq_eq_sq_iff_eq_or_eq_neg.1 (hE2.trans hsq.symm) with h2 | h2
      · exact Or.inl h2
      · exact Or.inr (Or.inl h2)
  · rintro (rfl | rfl | ⟨rfl, h2⟩)
    · exact hex _ hsq
    · exact hex _ (by rw [neg_sq, hsq])
    · have hk := finrank_nonbonding hn
      have hne : LinearMap.ker (starAdj n).mulVecLin ≠ ⊥ := by
        intro hb
        rw [hb, finrank_bot] at hk
        omega
      obtain ⟨ψ, hmem, hψ⟩ := Submodule.exists_mem_ne_zero_of_ne_bot hne
      refine ⟨ψ, hψ, ?_⟩
      rw [zero_smul]
      exact hmem
```

The proof splits on whether $E$ is zero. If it is, a single arm would force every amplitude to vanish, so $n \ge 2$. If it is not, `hc` shows that the central amplitude is non-zero, and `hsum` is the sum of the arm equations. Conversely, `starOrbital` supplies the eigenvectors for $\pm\sqrt n$, and for $n \ge 2$ the positive kernel dimension supplies one for zero.

Q: So I can carry all this over to $H$?

A: Yes, for $\beta \ne 0$. The last theorem says that $\psi$ has energy $\alpha + \beta x$ under $H$ exactly when $A\psi = x\psi$. The proof cancels $\alpha\psi$ from both sides and then divides by $\beta$.

```lean
/-- For non-zero hopping, an orbital solves the Hückel problem at energy `α + β x` exactly when
it solves the eigenvalue equation of the adjacency matrix at `x`. -/
theorem huckel_eigen_iff (n : ℕ) (α x : ℝ) {β : ℝ} (hβ : β ≠ 0) (ψ : Option (Fin n) → ℝ) :
    huckel n α β *ᵥ ψ = (α + β * x) • ψ ↔ starAdj n *ᵥ ψ = x • ψ := by
  have key : huckel n α β *ᵥ ψ = α • ψ + β • (starAdj n *ᵥ ψ) := by
    simp only [huckel, Matrix.add_mulVec, Matrix.smul_mulVec, Matrix.one_mulVec]
  rw [key, add_smul, mul_smul, add_right_inj]
  constructor
  · intro h
    ext o
    exact mul_left_cancel₀ hβ (congrFun h o)
  · intro h
    rw [h]

end

end StarMolecule
```

```lean
#print axioms StarMolecule.starAdj_cube
-- 'StarMolecule.starAdj_cube' depends on axioms: [propext, Classical.choice, Quot.sound]
#print axioms StarMolecule.star_spectrum
-- 'StarMolecule.star_spectrum' depends on axioms: [propext, Classical.choice, Quot.sound]
#print axioms StarMolecule.huckel_eigen_iff
-- 'StarMolecule.huckel_eigen_iff' depends on axioms: [propext, Classical.choice, Quot.sound]
```

Q: With $\beta < 0$, then, trimethylenemethane has its bonding level at $\alpha + \sqrt3\,\beta$, two orbitals at $\alpha$, and an antibonding level at $\alpha - \sqrt3\,\beta$. Does that settle the spin of the last two electrons?

A: It gives them two degenerate orbitals. Which spin state lies lowest depends on the electron repulsion, which this Hamiltonian leaves out.
